# The classical configuration integral of a harmonic well with a positive definite Hessian

For a classical system with potential energy ½⟨x, Hx⟩ in n real coordinates, `gaussian_integral` evaluates the integral of the Boltzmann factor over all positions. The result is (2π/β)^(n/2) det(H)^(-1/2), where n is finite, β > 0 and H is a real symmetric positive definite matrix; momenta play no part. The proof writes H as BᵀB and substitutes y = Bx, which turns the well into an isotropic one with unit force constant. The integral for that well is already known from `isotropic_integral`, and the change of variables supplies the factor 1/|det B| = det(H)^(-1/2).

An attempt in Lean 4 with a fault in it:

```lean
import Mathlib

open Matrix MeasureTheory

namespace GaussianIntegral

noncomputable section

variable {ι : Type*} [Fintype ι]

/-- For `β > 0`, the Gaussian integral of an isotropic well with unit force constant is
`(2π/β)^(n/2)` in `n` dimensions. -/
theorem isotropic_integral {β : ℝ} (hβ : 0 < β) :
    ∫ y : ι → ℝ, Real.exp (-β * (y ⬝ᵥ y) / 2)
      = (2 * Real.pi / β) ^ ((Fintype.card ι : ℝ) / 2) := by
  -- the Boltzmann factor is a product over the coordinates
  have h : ∀ y : ι → ℝ, Real.exp (-β * (y ⬝ᵥ y) / 2)
      = ∏ i, Real.exp (-(β / 2) * (y i) ^ 2) := by
    intro y
    have hs : y ⬝ᵥ y = ∑ i, (y i) ^ 2 :=
      Finset.sum_congr rfl (fun i _ => (sq (y i)).symm)
    rw [← Real.exp_sum, ← Finset.mul_sum, hs]
    congr 1
    ring
  have hc : Real.pi / (β / 2) = 2 * Real.pi / β := by
    rw [div_div_eq_mul_div]
    ring
  have hpos : 0 ≤ 2 * Real.pi / β := by positivity
  simp only [h]
  rw [integral_fintype_prod_volume_eq_prod
    (fun (_ : ι) (t : ℝ) => Real.exp (-(β / 2) * t ^ 2))]
  simp only [integral_gaussian, Finset.prod_const, Finset.card_univ]
  rw [hc, Real.sqrt_eq_rpow, ← Real.rpow_natCast, ← Real.rpow_mul hpos]
  congr 1
  ring

variable [DecidableEq ι]

/-- A positive definite Hessian factorises as `Bᵀ B` with a real matrix `B`. -/
theorem exists_factor {H : Matrix ι ι ℝ} (hH : H.PosDef) :
    ∃ B : Matrix ι ι ℝ, H = Bᴴ * B := by
  let U : Matrix ι ι ℝ := hH.isHermitian.eigenvectorUnitary
  let s : ι → ℝ := fun i => √(hH.isHermitian.eigenvalues i)
  -- the diagonal matrix of eigenvalues is the square of that of their roots
  have hD : diagonal (RCLike.ofReal ∘ hH.isHermitian.eigenvalues : ι → ℝ)
      = (diagonal s)ᴴ * diagonal s := by
    rw [Matrix.diagonal_conjTranspose, Matrix.diagonal_mul_diagonal]
    congr 1
    ext i
    simp [s, Real.mul_self_sqrt (hH.eigenvalues_pos i).le]
  have hs := hH.isHermitian.spectral_theorem
  rw [Unitary.conjStarAlgAut_apply, hD] at hs
  refine ⟨diagonal s * star U, hs.trans ?_⟩
  simp only [U, Matrix.conjTranspose_mul, Matrix.star_eq_conjTranspose,
    Matrix.conjTranspose_conjTranspose, Matrix.mul_assoc]

/-- For a real symmetric positive definite `H` and `β > 0`, the integral of
`exp(-β⟨x, H x⟩/2)` over `n`-dimensional space is `(2π/β)^(n/2) det(H)^(-1/2)`. -/
theorem gaussian_integral {β : ℝ} (hβ : 0 < β) {H : Matrix ι ι ℝ} (hH : H.PosDef) :
    ∫ x : ι → ℝ, Real.exp (-β * (x ⬝ᵥ (H *ᵥ x)) / 2)
      = (2 * Real.pi / β) ^ ((Fintype.card ι : ℝ) / 2) * H.det ^ (-(1 / 2) : ℝ) := by
  -- factorise the Hessian as `Bᵀ B`
  obtain ⟨B, hB⟩ := Matrix.posSemidef_iff_eq_conjTranspose_mul_self.mp hH.posSemidef
  have hdet : H.det = B.det ^ 2 := by
    rw [hB, Matrix.det_mul, Matrix.det_conjTranspose]
    simp [sq]
  have hB0 : B.det ≠ 0 := by
    intro h
    have hp := hH.det_pos
    rw [hdet, h] at hp
    norm_num at hp
  have hq : ∀ x : ι → ℝ, x ⬝ᵥ (H *ᵥ x) = (B *ᵥ x) ⬝ᵥ (B *ᵥ x) := by
    intro x
    rw [hB, ← Matrix.mulVec_mulVec, Matrix.dotProduct_mulVec x,
      Matrix.conjTranspose_eq_transpose_of_trivial, Matrix.vecMul_transpose]
  -- substitute `y = B x`
  have hg : Continuous (fun y : ι → ℝ => Real.exp (-β * (y ⬝ᵥ y) / 2)) := by
    simp only [dotProduct]
    fun_prop
  have hm : Measurable (Matrix.toLin' B) :=
    (LinearMap.continuous_of_finiteDimensional (Matrix.toLin' B)).measurable
  have key := integral_map (μ := volume) hm.aemeasurable
    (hg.aestronglyMeasurable (μ := Measure.map (Matrix.toLin' B) volume))
  rw [Real.map_matrix_volume_pi_eq_smul_volume_pi hB0, integral_smul_measure] at key
  simp only [Matrix.toLin'_apply] at key
  rw [isotropic_integral hβ] at key
  simp only [hq]
  rw [← key, ENNReal.toReal_ofReal (abs_nonneg _), smul_eq_mul, hdet,
    Real.rpow_neg (sq_nonneg _), ← Real.sqrt_eq_rpow, Real.sqrt_sq_eq_abs, abs_inv, mul_comm]

end

end GaussianIntegral
```

Lean reports:

```
Main.lean:63:20: error(lean.unknownIdentifier): Unknown constant `Matrix.posSemidef_iff_eq_conjTranspose_mul_self.mp`
Main.lean:63:9: error: Tactic `rcases` failed: `x✝ : ?m.86` is not an inductive datatype
```

What went wrong. The proof takes the factorisation of H from `Matrix.posSemidef_iff_eq_conjTranspose_mul_self`, using its forward direction `.mp`. The first message says that Lean knows no constant of that name, so the term given to `obtain` can't be elaborated.

The second message follows from the first. To split a value into `B` and `hB`, `rcases` must see an existential statement or some other inductive type. Here the type is the unsolved placeholder `?m.86`, so there is nothing to take apart.

The repair calls `exists_factor hH` instead. This lemma, proved earlier in the same file from the spectral theorem, states that a positive definite `H` has a real matrix `B` with `H = Bᴴ * B`. It accepts `hH` directly, so the step through `hH.posSemidef` is no longer needed. `obtain` now has an existential to split, and `hB` is the equation that the later steps rewrite with, so the rest of the proof stands unchanged.

Lean accepts the file once it reads:

```diff
@@ -61,5 +61,5 @@
       = (2 * Real.pi / β) ^ ((Fintype.card ι : ℝ) / 2) * H.det ^ (-(1 / 2) : ℝ) := by
   -- factorise the Hessian as `Bᵀ B`
-  obtain ⟨B, hB⟩ := Matrix.posSemidef_iff_eq_conjTranspose_mul_self.mp hH.posSemidef
+  obtain ⟨B, hB⟩ := exists_factor hH
   have hdet : H.det = B.det ^ 2 := by
     rw [hB, Matrix.det_mul, Matrix.det_conjTranspose]
```
